# Orthonormal combinations of three normalised orbitals with a positive definite real overlap matrix

Three normalised orbitals have real overlaps `a`, `b` and `c`, and their overlap matrix S is assumed positive definite. The theorem `exists_levels` states that there is a real 3 × 3 matrix C with CᵀSC = 1, so that its columns are the coefficients of three orthonormal combinations of the orbitals. The file calls these combinations levels, but no Hamiltonian or energy enters the statement. The proof writes C down by successive orthogonalisation, with normalising factors `u` and `v` that exist because 1 − a² and the determinant of S are positive, and then checks CᵀSC = 1 entry by entry.

Lean 4 with Mathlib refuses this proof:

```lean
import Mathlib

open Matrix

namespace ExistsLevels

noncomputable section

variable {n : Type*} [Fintype n] [DecidableEq n]

/-- The columns of the square matrix `C` are a complete set of levels, orthonormal with respect
to the overlap matrix `S`. -/
def IsLevelSet (S C : Matrix n n ℝ) : Prop := Cᵀ * S * C = 1

/-- The overlap matrix of three normalised orbitals with `S12 = a`, `S23 = b`, `S13 = c`. -/
def overlap (a b c : ℝ) : Matrix (Fin 3) (Fin 3) ℝ := !![1, a, c; a, 1, b; c, b, 1]

/-- Every positive definite overlap matrix of three normalised orbitals has a complete set of
orthonormal levels. -/
theorem exists_levels {a b c : ℝ} (hS : (overlap a b c).PosDef) :
    ∃ C, IsLevelSet (overlap a b c) C := by
  have root : ∀ t : ℝ, 0 < t → ∃ u : ℝ, u ^ 2 * t = 1 := fun t ht =>
    ⟨(√t)⁻¹, by rw [inv_pow, Real.sq_sqrt ht.le, inv_mul_cancel₀ ht.ne']⟩
  have hdet : 0 < 1 + 2 * a * b * c - a ^ 2 - b ^ 2 - c ^ 2 := by
    have h := hS.det_pos
    rw [overlap, Matrix.det_fin_three] at h
    simp at h
    nlinarith
  have ha : 0 < 1 - a ^ 2 := by
    have hx : (![-a, 1, 0] : Fin 3 → ℝ) ≠ 0 := fun h => by simpa using congrFun h 1
    have h := hS.dotProduct_mulVec_pos hx
    simp [overlap, Matrix.mulVec, dotProduct, Fin.sum_univ_three] at h
    nlinarith
  obtain ⟨u, hu⟩ := root _ ha
  obtain ⟨v, hv⟩ := root _ (mul_pos ha hdet)
  -- successive orthogonalisation of the three orbitals
  refine ⟨!![1, -a * u, (a * b - c) * v; 0, u, (a * c - b) * v; 0, 0, (1 - a ^ 2) * v], ?_⟩
  unfold IsLevelSet
  ext i j
  fin_cases i <;> fin_cases j <;>
    simp [-mul_eq_zero, overlap, Matrix.mul_apply, Fin.sum_univ_three] <;>
    first
      | ring
      | linear_combination hu
      | linear_combination hv

end

end ExistsLevels
```

Messages:

```
Try this:
  [apply] ring_nf
  
  The `ring` tactic failed to close the goal. Use `ring_nf` to obtain a normal form.
    
  Note that `ring` works primarily in *commutative* rings. If you have a noncommutative ring, abelian group or module, consider using `noncomm_ring`, `abel` or `module` instead.
Try this:
  [apply] ring_nf
  
  The `ring` tactic failed to close the goal. Use `ring_nf` to obtain a normal form.
    
  Note that `ring` works primarily in *commutative* rings. If you have a noncommutative ring, abelian group or module, consider using `noncomm_ring`, `abel` or `module` instead.
Main.lean:21:41: error: unsolved goals
case «1».«1»
a b c : ℝ
hS : (overlap a b c).PosDef
root : ∀ (t : ℝ), 0 < t → ∃ u, u ^ 2 * t = 1
hdet : 0 < 1 + 2 * a * b * c - a ^ 2 - b ^ 2 - c ^ 2
ha : 0 < 1 - a ^ 2
u : ℝ
hu : u ^ 2 * (1 - a ^ 2) = 1
v : ℝ
hv : v ^ 2 * ((1 - a ^ 2) * (1 + 2 * a * b * c - a ^ 2 - b ^ 2 - c ^ 2)) = 1
⊢ -(a ^ 2 * u ^ 2) + u ^ 2 = 1

case «2».«2»
a b c : ℝ
hS : (overlap a b c).PosDef
root : ∀ (t : ℝ), 0 < t → ∃ u, u ^ 2 * t = 1
hdet : 0 < 1 + 2 * a * b * c - a ^ 2 - b ^ 2 - c ^ 2
ha : 0 < 1 - a ^ 2
u : ℝ
hu : u ^ 2 * (1 - a ^ 2) = 1
v : ℝ
hv : v ^ 2 * ((1 - a ^ 2) * (1 + 2 * a * b * c - a ^ 2 - b ^ 2 - c ^ 2)) = 1
⊢ a * b * c * v ^ 2 * 2 + a ^ 2 * b ^ 2 * v ^ 2 + a ^ 2 * c ^ 2 * v ^ 2 - a ^ 2 * v ^ 2 * 2 -
              a ^ 3 * b * c * v ^ 2 * 2 +
            a ^ 4 * v ^ 2 -
          b ^ 2 * v ^ 2 -
        c ^ 2 * v ^ 2 +
      v ^ 2 =
    1
```

Diagnosis. The error shows two entries left unproved, the diagonal ones that say the second and third combinations are normalised. They don't hold by algebra alone: the first needs `hu` and the second `hv`, the equations that fix `u` and `v`. The alternatives `linear_combination hu` and `linear_combination hv` were there to supply them, but were never tried on these goals.

The reason is how `ring` fails. When it can't close a goal it falls back to `ring_nf`, which rewrites the goal in a normal form and counts as a success if it changes anything. `first` keeps the first alternative that succeeds, so it stopped at `ring` with the goal still open. The two "Try this" messages are the traces of this fallback, one for each entry.

`ring1` has no fallback and fails unless it closes the goal. `first` then goes on to the `linear_combination` alternatives, which close the two entries.

Lean accepts the file once it reads:

```diff
@@ -41,5 +41,5 @@
     simp [-mul_eq_zero, overlap, Matrix.mul_apply, Fin.sum_univ_three] <;>
     first
-      | ring
+      | ring1
       | linear_combination hu
       | linear_combination hv
```
